# Local exchange-correlation energies split into smooth and on-site PAW terms when the spheres are disjoint and the on-site expansion is complete

In a PAW calculation I evaluate the exchange-correlation energy of the smooth density on the regular grid, then add on-site energies from the radial grids and subtract their smooth counterparts. But exchange is nonlinear in the density: n^(4/3) of a sum is not the sum of the n^(4/3). Why don't cross terms between the three densities spoil this? And what happens if my partial waves are not complete?

## Completeness removes the cross terms

Let s be the smooth density, and n_a and m_a the full and smooth on-site densities of atom a. Assume disjoint spheres, n_a = m_a outside sphere a, and completeness: s = m_a inside it. Inside sphere a the other atoms contribute nothing, so the PAW density is s + n_a − m_a = n_a. For any local energy density f,

f(n_a) = f(s) + f(n_a) − f(m_a),

because f(s) = f(m_a). Between the spheres the PAW density is s and all corrections vanish. Integration gives

E[s + Σ_a (n_a − m_a)] = E[s] + Σ_a (E_a[n_a] − E_a[m_a]),

with E_a taken over sphere a. No cross term was neglected.

Without completeness, look at one point, and let a, b, c now be the values of the smooth, on-site full and on-site smooth densities. Put d = a + b − c. Splitting means f(d) + f(c) = f(a) + f(b).

Take f strictly convex and x < p < y. With t = (y − p)/(y − x),

p = t x + (1 − t) y,  x + y − p = (1 − t) x + t y.

Strict convexity at both points, added up, gives

f(p) + f(x + y − p) < f(x) + f(y).

Suppose a ≠ c and b ≠ c. If c lies between a and b, so does d, and f(c) + f(d) < f(a) + f(b). Otherwise a and b lie strictly between c and d, and the inequality is reversed. So splitting forces a = c or b = c. Slater exchange is −C n^(4/3) for n ≥ 0, with C = (3/4)(3/π)^(1/3) in Hartree atomic units for a density without spin polarisation. Since n^(4/3) is strictly convex, the same conclusion follows for any C ≠ 0 on dividing by −C.

For example, take C = 1, a = 2, b = 8, c = 1, so d = 9. The energy density at d is −9^(4/3) ≈ −18.72; splitting gives −2.52 − 16 + 1 = −17.52. With a = 1 both are −16.

Which continuous f split at all non-negative densities? Setting c = 0 shows that g = f − f(0) is additive on the half-line. Write x⁺ = max(x, 0), x⁻ = max(−x, 0) and G(x) = g(x⁺) − g(x⁻). Applying g to

(x + y)⁺ + x⁻ + y⁻ = (x + y)⁻ + x⁺ + y⁺

makes G additive on the real line. It is continuous, hence linear, and f(x) = αx + β with α = f(1) − f(0), β = f(0). If splitting holds for all real arguments, a = b = 0 and c = −x give f(x) = 2f(0) − f(−x), which extends the formula to x < 0. Conversely, affine f splits, since β + β − β = β.

In Lean 4 with Mathlib:

```lean
import Mathlib

open MeasureTheory Set

namespace PAWExchangeCorrelation

noncomputable section

/-- The energy density `f` splits at smooth density `a`, on-site full density `b` and
on-site smooth density `c`: `f (a + b - c) = f a + f b - f c`. -/
def Splits (f : ℝ → ℝ) (a b c : ℝ) : Prop :=
  f (a + b - c) = f a + f b - f c

/-- The PAW density: the smooth density `s` plus, for each atom, the on-site full density
`n a` minus the on-site smooth density `m a`. -/
def pawDensity {X ι : Type*} [Fintype ι] (s : X → ℝ) (n m : ι → X → ℝ) (x : X) : ℝ :=
  s x + ∑ a, (n a x - m a x)

/-- The local exchange-correlation energy of the density `n`, for an energy per volume `f`; it is
meaningful when `f (n x)` is integrable, and Lean's integral is 0 otherwise. -/
def xcEnergy {X : Type*} [MeasurableSpace X] (μ : Measure X) (f : ℝ → ℝ) (n : X → ℝ) : ℝ :=
  ∫ x, f (n x) ∂μ

/-- The Slater exchange energy per volume, `-C n^(4/3)`, for a density `n ≥ 0`. -/
def slaterExchange (C n : ℝ) : ℝ := -C * n ^ (4 / 3 : ℝ)

/-- If the spheres are disjoint, the smooth density equals its on-site expansion inside each
sphere, and the two on-site densities agree outside it, then any local function of the PAW
density is its smooth value plus the on-site corrections of the spheres. -/
theorem pointwise_splitting {X ι : Type*} [Fintype ι] (f : ℝ → ℝ) {s : X → ℝ}
    {n m : ι → X → ℝ} {Ω : ι → Set X}
    (hdisj : Pairwise fun a b => Disjoint (Ω a) (Ω b))
    (hin : ∀ a, ∀ x ∈ Ω a, s x = m a x) (hout : ∀ a, ∀ x ∉ Ω a, n a x = m a x) (x : X) :
    f (pawDensity s n m x) =
      f (s x) + ∑ a, (Ω a).indicator (fun y => f (n a y) - f (m a y)) x := by
  by_cases hx : ∃ a, x ∈ Ω a
  · -- inside sphere `a` no other atom contributes
    obtain ⟨a, ha⟩ := hx
    have hne : ∀ b, b ≠ a → x ∉ Ω b := fun b hb hxb =>
      Set.disjoint_left.mp (hdisj hb) hxb ha
    have h1 : ∑ b, (n b x - m b x) = n a x - m a x :=
      Finset.sum_eq_single a (fun b _ hb => by rw [hout b x (hne b hb), sub_self])
        (fun h => absurd (Finset.mem_univ a) h)
    have h2 : ∑ b, (Ω b).indicator (fun y => f (n b y) - f (m b y)) x
        = f (n a x) - f (m a x) := by
      rw [Finset.sum_eq_single a (fun b _ hb => by simp [hne b hb])
        (fun h => absurd (Finset.mem_univ a) h), Set.indicator_of_mem ha]
    rw [pawDensity, h1, h2, hin a x ha, add_sub_cancel, add_sub_cancel]
  · -- between the spheres all corrections vanish
    have hn : ∀ a, x ∉ Ω a := fun a ha => hx ⟨a, ha⟩
    have hnm : ∀ a, n a x = m a x := fun a => hout a x (hn a)
    simp [pawDensity, hnm, hn]

/-- PAW splitting of the exchange-correlation energy. For disjoint measurable spheres, with the
smooth density equal to its on-site expansion inside each sphere, the on-site densities equal
outside it, and integrable energy densities, the energy is the smooth energy plus the
differences of the on-site energies over the spheres. -/
theorem xcEnergy_pawDensity {X ι : Type*} [MeasurableSpace X] [Fintype ι] (μ : Measure X)
    (f : ℝ → ℝ) {s : X → ℝ} {n m : ι → X → ℝ} {Ω : ι → Set X}
    (hΩ : ∀ a, MeasurableSet (Ω a)) (hdisj : Pairwise fun a b => Disjoint (Ω a) (Ω b))
    (hin : ∀ a, ∀ x ∈ Ω a, s x = m a x) (hout : ∀ a, ∀ x ∉ Ω a, n a x = m a x)
    (hs : Integrable (fun x => f (s x)) μ)
    (hn : ∀ a, IntegrableOn (fun x => f (n a x)) (Ω a) μ) :
    xcEnergy μ f (pawDensity s n m) = xcEnergy μ f s +
      ∑ a, (xcEnergy (μ.restrict (Ω a)) f (n a) - xcEnergy (μ.restrict (Ω a)) f (m a)) := by
  have hm : ∀ a, IntegrableOn (fun x => f (m a x)) (Ω a) μ := fun a =>
    hs.integrableOn.congr_fun (fun x hx => congrArg f (hin a x hx)) (hΩ a)
  have hint : ∀ a, Integrable ((Ω a).indicator fun y => f (n a y) - f (m a y)) μ := by
    intro a
    have hd : IntegrableOn (fun y => f (n a y) - f (m a y)) (Ω a) μ :=
      Integrable.sub (hn a) (hm a)
    exact hd.integrable_indicator (hΩ a)
  unfold xcEnergy
  calc ∫ x, f (pawDensity s n m x) ∂μ
      = ∫ x, (f (s x) + ∑ a, (Ω a).indicator (fun y => f (n a y) - f (m a y)) x) ∂μ :=
        integral_congr_ae (Filter.Eventually.of_forall fun x =>
          pointwise_splitting f hdisj hin hout x)
    _ = ∫ x, f (s x) ∂μ
          + ∑ a, ∫ x, (Ω a).indicator (fun y => f (n a y) - f (m a y)) x ∂μ := by
        rw [integral_add hs (MeasureTheory.integrable_finsetSum _ fun a _ => hint a),
          MeasureTheory.integral_finsetSum _ fun a _ => hint a]
    _ = _ := by
        congr 1
        refine Finset.sum_congr rfl fun a _ => ?_
        rw [integral_indicator (hΩ a), integral_sub (hn a) (hm a)]

/-- For a strictly convex energy density, moving two densities towards each other at fixed sum
lowers the sum of their energies. -/
theorem add_lt_of_between {f : ℝ → ℝ} {D : Set ℝ} (hf : StrictConvexOn ℝ D f) {x y p : ℝ}
    (hx : x ∈ D) (hy : y ∈ D) (h1 : x < p) (h2 : p < y) :
    f p + f (x + y - p) < f x + f y := by
  have hpos : 0 < y - x := by linarith
  obtain ⟨t, ht0, ht1, ht⟩ : ∃ t : ℝ, 0 < t ∧ t < 1 ∧ t * (y - x) = y - p :=
    ⟨(y - p) / (y - x), div_pos (by linarith) hpos, (div_lt_one hpos).2 (by linarith),
      div_mul_cancel₀ _ hpos.ne'⟩
  -- both inner densities are mixtures of the outer ones, with exchanged weights
  have e1 : t * x + (1 - t) * y = p := by linear_combination -ht
  have e2 : (1 - t) * x + t * y = x + y - p := by linear_combination ht
  have i1 := hf.2 hx hy (h1.trans h2).ne ht0 (sub_pos.2 ht1) (by ring)
  have i2 := hf.2 hx hy (h1.trans h2).ne (sub_pos.2 ht1) ht0 (by ring)
  simp only [smul_eq_mul] at i1 i2
  rw [e1] at i1
  rw [e2] at i2
  linarith

/-- A strictly convex energy density splits at given densities in its domain, the total density
`a + b - c` being in the domain too, exactly when the on-site smooth density equals the smooth
density or the on-site full density. -/
theorem splits_iff_of_strictConvexOn {f : ℝ → ℝ} {D : Set ℝ} (hf : StrictConvexOn ℝ D f)
    {a b c : ℝ} (ha : a ∈ D) (hb : b ∈ D) (hc : c ∈ D) (hd : a + b - c ∈ D) :
    Splits f a b c ↔ a = c ∨ b = c := by
  unfold Splits
  constructor
  · intro h
    by_contra hne
    obtain ⟨hac, hbc⟩ := not_or.mp hne
    rcases lt_or_gt_of_ne hac with h1 | h1 <;> rcases lt_or_gt_of_ne hbc with h2 | h2
    · have k := add_lt_of_between hf hd hc (p := a) (by linarith) h1
      rw [show a + b - c + c - a = b by ring] at k
      linarith
    · have k := add_lt_of_between hf ha hb h1 h2
      linarith
    · have k := add_lt_of_between hf hb ha h2 h1
      rw [add_comm b a] at k
      linarith
    · have k := add_lt_of_between hf hc hd (p := a) h1 (by linarith)
      rw [show c + (a + b - c) - a = b by ring] at k
      linarith
  · rintro (rfl | rfl)
    · rw [add_sub_cancel_left]; ring
    · rw [add_sub_cancel_right]; ring

/-- Slater exchange with nonzero prefactor splits at non-negative densities, the total density
`a + b - c` being non-negative too, exactly when the on-site smooth density equals the smooth
density or the on-site full density. -/
theorem slaterExchange_splits_iff {C a b c : ℝ} (hC : C ≠ 0) (ha : 0 ≤ a) (hb : 0 ≤ b)
    (hc : 0 ≤ c) (hd : 0 ≤ a + b - c) :
    Splits (slaterExchange C) a b c ↔ a = c ∨ b = c := by
  have key := splits_iff_of_strictConvexOn
    (strictConvexOn_rpow (p := (4 / 3 : ℝ)) (by norm_num)) ha hb hc hd
  rw [← key]
  simp only [Splits, slaterExchange]
  constructor
  · intro h
    apply mul_left_cancel₀ (neg_ne_zero.2 hC)
    linear_combination h
  · intro h
    linear_combination (-C) * h

/-- An energy density continuous on the non-negative densities splits at all of them, the total
density being non-negative too, exactly when it is affine there. -/
theorem splits_nonneg_iff_affine {f : ℝ → ℝ} (hf : ContinuousOn f (Ici 0)) :
    (∀ a b c, 0 ≤ a → 0 ≤ b → 0 ≤ c → 0 ≤ a + b - c → Splits f a b c) ↔
      ∃ α β : ℝ, ∀ x, 0 ≤ x → f x = α * x + β := by
  constructor
  · intro h
    have hadd : ∀ x y, 0 ≤ x → 0 ≤ y → f (x + y) = f x + f y - f 0 := by
      intro x y hx hy
      have h0 := h x y 0 hx hy le_rfl (by linarith)
      unfold Splits at h0
      rwa [sub_zero] at h0
    have p : ∀ t : ℝ, 0 ≤ max t 0 := fun t => le_max_right _ _
    have key : ∀ t : ℝ, max t 0 - max (-t) 0 = t := by
      intro t
      rcases le_total t 0 with ht | ht
      · rw [max_eq_right ht, max_eq_left (neg_nonneg.2 ht)]; ring
      · rw [max_eq_left ht, max_eq_right (neg_nonpos.2 ht)]; ring
    -- the odd extension of `f - f 0` is additive on the whole line
    have hG : ∀ x y : ℝ, f (max (x + y) 0) - f (max (-(x + y)) 0) =
        (f (max x 0) - f (max (-x) 0)) + (f (max y 0) - f (max (-y) 0)) := by
      intro x y
      have e : max (x + y) 0 + (max (-x) 0 + max (-y) 0)
          = max (-(x + y)) 0 + (max x 0 + max y 0) := by
        linarith [key x, key y, key (x + y)]
      have h1 := hadd _ _ (p (x + y)) (add_nonneg (p (-x)) (p (-y)))
      have h2 := hadd _ _ (p (-x)) (p (-y))
      have h3 := hadd _ _ (p (-(x + y))) (add_nonneg (p x) (p y))
      have h4 := hadd _ _ (p x) (p y)
      rw [e] at h1
      linarith
    let G : ℝ →+ ℝ := AddMonoidHom.mk' (fun x => f (max x 0) - f (max (-x) 0)) hG
    have hGc : Continuous G :=
      (hf.comp_continuous (continuous_id.max continuous_const) p).sub
        (hf.comp_continuous (continuous_neg.max continuous_const) fun x => p (-x))
    refine ⟨f 1 - f 0, f 0, fun x hx => ?_⟩
    -- a continuous additive map is linear
    have hlin : f (max (x * 1) 0) - f (max (-(x * 1)) 0)
        = x * (f (max 1 0) - f (max (-1) 0)) := map_real_smul G hGc x 1
    rw [mul_one, max_eq_left hx, max_eq_right (neg_nonpos.2 hx),
      max_eq_left (zero_le_one' ℝ), max_eq_right (by norm_num : (-1 : ℝ) ≤ 0)] at hlin
    linarith
  · rintro ⟨α, β, h⟩ a b c ha hb hc hd
    unfold Splits
    rw [h _ hd, h _ ha, h _ hb, h _ hc]
    ring

/-- A continuous function on the real line splits at all real arguments exactly when it is
affine. -/
theorem splits_iff_affine {f : ℝ → ℝ} (hf : Continuous f) :
    (∀ a b c, Splits f a b c) ↔ ∃ α β : ℝ, ∀ x, f x = α * x + β := by
  constructor
  · intro h
    obtain ⟨α, β, h0⟩ :=
      (splits_nonneg_iff_affine hf.continuousOn).1 fun a b c _ _ _ _ => h a b c
    refine ⟨α, β, fun x => ?_⟩
    rcases le_total 0 x with hx | hx
    · exact h0 x hx
    · -- negative arguments are reached by reflection
      have h1 := h 0 0 (-x)
      unfold Splits at h1
      rw [show (0 : ℝ) + 0 - -x = x by ring, h0 0 le_rfl, h0 (-x) (neg_nonneg.2 hx)] at h1
      linarith
  · rintro ⟨α, β, h⟩ a b c
    unfold Splits
    rw [h (a + b - c), h a, h b, h c]
    ring

end

end PAWExchangeCorrelation
```

```lean
#print axioms PAWExchangeCorrelation.xcEnergy_pawDensity
-- 'PAWExchangeCorrelation.xcEnergy_pawDensity' depends on axioms: [propext, Classical.choice, Quot.sound]
#print axioms PAWExchangeCorrelation.slaterExchange_splits_iff
-- 'PAWExchangeCorrelation.slaterExchange_splits_iff' depends on axioms: [propext, Classical.choice, Quot.sound]
#print axioms PAWExchangeCorrelation.splits_iff_affine
-- 'PAWExchangeCorrelation.splits_iff_affine' depends on axioms: [propext, Classical.choice, Quot.sound]
```

`Splits` is the equation at one point, and `xcEnergy` integrates f(n(x)) against a measure `μ`, which may be volume or the weights of one grid. The same `μ` serves all terms, so the numerical error from using separate regular and radial grids is not modelled. The finite type `ι` labels atoms; the "spheres" `Ω a` can be any disjoint measurable sets. `hin` is completeness, assumed exactly and not derived from partial waves; `hout` is the matching outside. Integrability is required of f(s) everywhere and of f(n_a) in its sphere. Since f sees one density value, the model leaves out gradient corrections and spin polarisation. Within it, a violation of `hin` can cause an error in the split energy when f is not affine and n_a differs from m_a there, although pointwise errors of opposite sign may cancel in the integral.

`pointwise_splitting` distinguishes points inside and outside the spheres, using `Finset.sum_eq_single` to keep one atom. `xcEnergy_pawDensity` derives integrability of f(m_a) from `hin`, then integrates term by term.

`add_lt_of_between` is the inequality with weights t and 1 − t. `splits_iff_of_strictConvexOn` applies it in four orderings of a, b, c, with all four densities in the domain `D`; `slaterExchange_splits_iff` takes the convexity of n^(4/3) from Mathlib.

In `splits_nonneg_iff_affine`, `hG` is the additivity of G, and `map_real_smul` turns continuity and additivity into linearity. `splits_iff_affine` adds the reflection to negative arguments.
